# Gram determinants of complementary direct and reciprocal lattice vectors

## Rows of a planar lattice

Take a planar lattice spanned by a₀ and a₁. Its points lie on rows parallel to a₀, with a distance d between neighbouring rows. The unit cell has base |a₀| and height d, so its area is V = |a₀| d.

The reciprocal vector b₁ is fixed by b₁·a₀ = 0 and b₁·a₁ = 2π. It is perpendicular to the rows, and the component of a₁ along it has size d. Hence |b₁| d = 2π, and

|a₀| = V |b₁| / 2π.

The length of one direct vector is thus given by the cell area and the *other* reciprocal vector. For a₀ = (1,0) and a₁ = (1,1), the reciprocal vectors are b₀ = 2π(1,−1) and b₁ = 2π(0,1). Here V = 1, and both sides equal 1.

In three dimensions the same question concerns a crystal face: what is the area spanned by a₀ and a₁, given the cell volume and b₂? In electronic-structure calculations for surfaces, this area converts an energy per surface cell into an energy per area, for an ideal periodic face spanned by two of the chosen lattice vectors.

## The relation in n dimensions

Vectors are numbered from 0, as in the code, so a₀ is the textbook's a₁. Let n = k + m, and let a_i and b_j be n vectors each in ℝⁿ with

a_i·b_j = 2π δ_ij.

Let A and B be the matrices with columns a_i and b_i. The Gram matrix of a family of vectors v_i has entries v_i·v_j; its determinant is the squared volume of the cell that they span. The claim is

det Gram(a₀,…,a_(k−1)) = (det A)² det Gram(b_k,…,b_(n−1)) / (2π)^(2m).

In Lean, `a i x` is component x of vector i, and `basisMatrix a` is A. `IsReciprocal a b` is the duality relation in the physicist's convention: the products a_i·b_i are 2π, and not 1 as in the crystallographer's convention. No separate basis hypothesis is needed, because duality gives det A · det B = (2π)ⁿ and so det A ≠ 0.

The general theorem, `gram_det_complementary`, allows any splitting of the index set ι into parts κ and μ, encoded by the bijection `e : κ ⊕ μ ≃ ι`. The form above is `gram_det_first_last`. The name `cellVolume` also serves for lower-dimensional cells: it is a length for one vector and an area for two. It is defined as the square root of the Gram determinant, and its identification with the geometric volume of the parallelepiped is the step from the model to the crystal that is taken from geometry.

## Derivation from duality

Duality in matrix form is AᵀB = 2π·1. Thus B/2π is a right inverse of the square matrix Aᵀ, hence also a left inverse, so BAᵀ = 2π·1. Transposing gives the completeness relation

ABᵀ = 2π·1.

The full Gram matrices are G = AᵀA and H = BᵀB. Their product is

GH = Aᵀ(ABᵀ)B = 2π AᵀB = (2π)²·1.

Write c = (2π)² and split G and H into blocks, with the first k indices in part 1 and the last m in part 2. The second block column of GH = c·1 reads

G₁₁H₁₂ + G₁₂H₂₂ = 0,
G₂₁H₁₂ + G₂₂H₂₂ = c·1.

Writing block matrices row by row, these two equations give

G · (1, H₁₂; 0, H₂₂) = (G₁₁, 0; G₂₁, c·1).

Both the second factor and the result are block triangular, so taking determinants yields

det G · det H₂₂ = det G₁₁ · c^m.

Since det G = (det A)², division by c^m = (2π)^(2m) gives the claim. Square roots give the relation between volumes, with |det A| and (2π)^m.

## The two extreme splittings

For m = 0 the reciprocal family is empty and its Gram determinant is 1, which leaves det Gram(a₀,…,a_(n−1)) = (det A)². For k = 0 the left side is 1, and the relation becomes |det A| |det B| = (2π)ⁿ: the direct and reciprocal cell volumes are inverse to each other up to (2π)ⁿ.

## When one orthogonality relation fails

Take a₀ = (1,0), a₁ = (0,1), b₀ = 2π(1,0) and b₁ = 2π(1,1). Three of the four duality relations hold, but a₀·b₁ = 2π where it should be 0. For k = 1 the left side is |a₀|² = 1, while the right side is |b₁|²/(2π)² = 2. The relation a₀·b₁ = 0 therefore cannot be dropped from the hypotheses, even if the other three are kept.

## The Lean file

```lean
import Mathlib

open Matrix Real

namespace ReciprocalComplementaryVolumes

noncomputable section

variable {ι κ μ : Type*} [Fintype ι] [DecidableEq ι] [Fintype κ] [DecidableEq κ]
  [Fintype μ] [DecidableEq μ]

/-- The matrix `A` whose columns are the vectors `a i`. -/
def basisMatrix (a : ι → ι → ℝ) : Matrix ι ι ℝ := Matrix.of fun x i => a i x

/-- The Gram matrix of a family of vectors, with entries `v i · v j`. -/
def gramMatrix (v : κ → ι → ℝ) : Matrix κ κ ℝ := Matrix.of fun i j => v i ⬝ᵥ v j

/-- The volume of the cell spanned by a family of vectors, as the square root of
their Gram determinant. -/
def cellVolume (v : κ → ι → ℝ) : ℝ := Real.sqrt (gramMatrix v).det

/-- The families `a` and `b` are reciprocal: `a i · b j = 2π δ_ij`. -/
def IsReciprocal (a b : ι → ι → ℝ) : Prop :=
  ∀ i j, a i ⬝ᵥ b j = if i = j then 2 * π else 0

/-- The planar basis `(1,0)`, `(1,1)` and the basis `2π(1,-1)`, `2π(0,1)` are reciprocal. -/
theorem isReciprocal_witness :
    IsReciprocal (![![1, 0], ![1, 1]] : Fin 2 → Fin 2 → ℝ)
      ![![2 * π, -(2 * π)], ![0, 2 * π]] := by
  intro i j
  fin_cases i <;> fin_cases j <;> simp [dotProduct, Fin.sum_univ_two]

/-- If `det A ≠ 0`, the rows of `2π A⁻¹` are reciprocal to the columns of `A`. -/
theorem isReciprocal_inverse (a : ι → ι → ℝ) (h : (basisMatrix a).det ≠ 0) :
    IsReciprocal a (fun j x => 2 * π * (basisMatrix a)⁻¹ j x) := by
  intro i j
  have h1 := Matrix.nonsing_inv_mul (basisMatrix a) (isUnit_iff_ne_zero.mpr h)
  have h2 := congrFun (congrFun h1 j) i
  rw [Matrix.mul_apply, Matrix.one_apply] at h2
  have h3 : a i ⬝ᵥ (fun x => 2 * π * (basisMatrix a)⁻¹ j x)
      = 2 * π * ∑ x, (basisMatrix a)⁻¹ j x * basisMatrix a x i := by
    rw [dotProduct, Finset.mul_sum]
    apply Finset.sum_congr rfl
    intro x _
    change a i x * (2 * π * (basisMatrix a)⁻¹ j x)
      = 2 * π * ((basisMatrix a)⁻¹ j x * a i x)
    ring
  rw [h3, h2]
  by_cases hij : i = j
  · simp [hij]
  · simp [hij, Ne.symm hij]

/-- Duality in matrix form: `Aᵀ B = 2π` for reciprocal families. -/
theorem duality {a b : ι → ι → ℝ} (h : IsReciprocal a b) :
    (basisMatrix a)ᵀ * basisMatrix b = (2 * π) • (1 : Matrix ι ι ℝ) := by
  ext i j
  change a i ⬝ᵥ b j = _
  rw [h i j]
  simp [Matrix.one_apply]

/-- Completeness: for reciprocal families the sum of the dyads `a i ⊗ b i`
is `2π` times the identity. -/
theorem completeness {a b : ι → ι → ℝ} (h : IsReciprocal a b) :
    basisMatrix a * (basisMatrix b)ᵀ = (2 * π) • (1 : Matrix ι ι ℝ) := by
  have hpi : (2 * π) ≠ 0 := by positivity
  have h2 : (basisMatrix a)ᵀ * ((2 * π)⁻¹ • basisMatrix b) = 1 := by
    rw [Matrix.mul_smul, duality h, smul_smul, inv_mul_cancel₀ hpi, one_smul]
  -- a one-sided inverse of a square matrix is two-sided
  have h3 := mul_eq_one_comm.mp h2
  have h4 : basisMatrix b * (basisMatrix a)ᵀ = (2 * π) • (1 : Matrix ι ι ℝ) := by
    rw [← h3, Matrix.smul_mul, smul_smul, mul_inv_cancel₀ hpi, one_smul]
  have h5 := congrArg Matrix.transpose h4
  rw [Matrix.transpose_mul, Matrix.transpose_transpose, Matrix.transpose_smul,
    Matrix.transpose_one] at h5
  exact h5

/-- The metric tensors of reciprocal families are inverse to each other up to `(2π)²`. -/
theorem gram_mul_gram {a b : ι → ι → ℝ} (h : IsReciprocal a b) :
    gramMatrix a * gramMatrix b = ((2 * π) ^ 2) • (1 : Matrix ι ι ℝ) := by
  calc gramMatrix a * gramMatrix b
      = ((basisMatrix a)ᵀ * basisMatrix a) * ((basisMatrix b)ᵀ * basisMatrix b) := rfl
    _ = (basisMatrix a)ᵀ * (basisMatrix a * (basisMatrix b)ᵀ) * basisMatrix b := by
        simp only [Matrix.mul_assoc]
    _ = ((2 * π) ^ 2) • (1 : Matrix ι ι ℝ) := by
        rw [completeness h, Matrix.mul_smul, Matrix.mul_one, Matrix.smul_mul, duality h,
          smul_smul, pow_two]

/-- Complementary minors: if `G H = c`, then `det G` times the lower diagonal minor of `H`
is the upper diagonal minor of `G` times a power of `c`. -/
theorem complementary_minor (G H : Matrix (κ ⊕ μ) (κ ⊕ μ) ℝ) (c : ℝ)
    (h : G * H = c • (1 : Matrix (κ ⊕ μ) (κ ⊕ μ) ℝ)) :
    G.det * H.toBlocks₂₂.det = G.toBlocks₁₁.det * c ^ Fintype.card μ := by
  rw [← Matrix.fromBlocks_toBlocks G, ← Matrix.fromBlocks_toBlocks H,
    ← Matrix.fromBlocks_one, Matrix.fromBlocks_smul, Matrix.fromBlocks_multiply,
    Matrix.fromBlocks_inj] at h
  obtain ⟨-, h12, -, h22⟩ := h
  -- keep only the second block column of `H`: the product becomes block triangular
  have key : G * Matrix.fromBlocks 1 H.toBlocks₁₂ 0 H.toBlocks₂₂
      = Matrix.fromBlocks G.toBlocks₁₁ 0 G.toBlocks₂₁ (c • (1 : Matrix μ μ ℝ)) := by
    conv_lhs => rw [← Matrix.fromBlocks_toBlocks G]
    rw [Matrix.fromBlocks_multiply, h12, h22]
    simp
  have hdet := congrArg Matrix.det key
  rw [Matrix.det_mul, Matrix.det_fromBlocks_zero₂₁, Matrix.det_fromBlocks_zero₁₂,
    Matrix.det_smul, Matrix.det_one, Matrix.det_one, one_mul, mul_one] at hdet
  exact hdet

/-- Split the indices of reciprocal families `a`, `b` into two parts. The Gram determinant of
the `a`'s in the first part is `(det A)²` times that of the `b`'s in the second part, divided by
`2π` to twice the size of the second part. -/
theorem gram_det_complementary {a b : ι → ι → ℝ} (h : IsReciprocal a b) (e : κ ⊕ μ ≃ ι) :
    (gramMatrix fun i => a (e (Sum.inl i))).det
      = (basisMatrix a).det ^ 2 * (gramMatrix fun j => b (e (Sum.inr j))).det
        / (2 * π) ^ (2 * Fintype.card μ) := by
  have hGH : (gramMatrix a).submatrix e e * (gramMatrix b).submatrix e e
      = ((2 * π) ^ 2) • (1 : Matrix (κ ⊕ μ) (κ ⊕ μ) ℝ) := by
    rw [Matrix.submatrix_mul_equiv, gram_mul_gram h]
    ext i j
    simp [Matrix.one_apply]
  have key := complementary_minor _ _ _ hGH
  -- the full Gram determinant is the squared cell volume
  have hG : (gramMatrix a).det = (basisMatrix a).det ^ 2 := by
    change ((basisMatrix a)ᵀ * basisMatrix a).det = _
    rw [Matrix.det_mul, Matrix.det_transpose, pow_two]
  rw [Matrix.det_submatrix_equiv_self, hG] at key
  rw [eq_div_iff (by positivity), pow_mul]
  exact key.symm

/-- For reciprocal families in dimension `k + m`, the Gram determinant of the first `k` direct
vectors is `(det A)²` times that of the last `m` reciprocal vectors, over `(2π)^(2m)`. -/
theorem gram_det_first_last {k m : ℕ} {a b : Fin (k + m) → Fin (k + m) → ℝ}
    (h : IsReciprocal a b) :
    (gramMatrix fun i : Fin k => a (Fin.castAdd m i)).det
      = (basisMatrix a).det ^ 2 * (gramMatrix fun j : Fin m => b (Fin.natAdd k j)).det
        / (2 * π) ^ (2 * m) := by
  have key := gram_det_complementary h (finSumFinEquiv (m := k) (n := m))
  rw [Fintype.card_fin] at key
  exact key

/-- For reciprocal families, the volume spanned by some of the direct vectors is `|det A|` times
the volume spanned by the complementary reciprocal vectors, over `2π` to their number. -/
theorem cellVolume_complementary {a b : ι → ι → ℝ} (h : IsReciprocal a b) (e : κ ⊕ μ ≃ ι) :
    cellVolume (fun i => a (e (Sum.inl i)))
      = |(basisMatrix a).det| * cellVolume (fun j => b (e (Sum.inr j)))
        / (2 * π) ^ Fintype.card μ := by
  unfold cellVolume
  rw [gram_det_complementary h e, pow_mul' (2 * π) 2, Real.sqrt_div' _ (by positivity),
    Real.sqrt_mul (sq_nonneg _), Real.sqrt_sq_eq_abs, Real.sqrt_sq (by positivity)]

/-- For reciprocal families in three dimensions, the squared area of the cell face spanned by
the first two direct vectors is `(det A)²` times the squared length of the third reciprocal
vector, over `(2π)²`. -/
theorem face_area_sq {a b : Fin 3 → Fin 3 → ℝ} (h : IsReciprocal a b) :
    (a 0 ⬝ᵥ a 0) * (a 1 ⬝ᵥ a 1) - (a 0 ⬝ᵥ a 1) ^ 2
      = (basisMatrix a).det ^ 2 * (b 2 ⬝ᵥ b 2) / (2 * π) ^ 2 := by
  have key := gram_det_first_last (k := 2) (m := 1) (a := a) (b := b) h
  rw [Matrix.det_fin_two, Matrix.det_fin_one] at key
  change (a 0 ⬝ᵥ a 0) * (a 1 ⬝ᵥ a 1) - (a 0 ⬝ᵥ a 1) * (a 1 ⬝ᵥ a 0)
    = (basisMatrix a).det ^ 2 * (b 2 ⬝ᵥ b 2) / (2 * π) ^ 2 at key
  rw [dotProduct_comm (a 1) (a 0), ← pow_two] at key
  exact key

end

end ReciprocalComplementaryVolumes
```

```lean
#print axioms ReciprocalComplementaryVolumes.isReciprocal_inverse
-- 'ReciprocalComplementaryVolumes.isReciprocal_inverse' depends on axioms: [propext, Classical.choice, Quot.sound]
#print axioms ReciprocalComplementaryVolumes.gram_det_first_last
-- 'ReciprocalComplementaryVolumes.gram_det_first_last' depends on axioms: [propext, Classical.choice, Quot.sound]
#print axioms ReciprocalComplementaryVolumes.cellVolume_complementary
-- 'ReciprocalComplementaryVolumes.cellVolume_complementary' depends on axioms: [propext, Classical.choice, Quot.sound]
#print axioms ReciprocalComplementaryVolumes.face_area_sq
-- 'ReciprocalComplementaryVolumes.face_area_sq' depends on axioms: [propext, Classical.choice, Quot.sound]
```

## From the matrix identities to the face area

`isReciprocal_witness` checks the four dot products for the basis (1,0), (1,1) of the first section. `isReciprocal_inverse` constructs a reciprocal family whenever det A ≠ 0: it reads A⁻¹A = 1 entry by entry and takes out the factor 2π.

`duality` and `completeness` are the equations AᵀB = 2π·1 and ABᵀ = 2π·1 of the derivation. The passage from a one-sided to a two-sided inverse is `mul_eq_one_comm`. In `gram_mul_gram`, the first step holds by definition, and the rest regroups the product and inserts both relations.

`complementary_minor` contains the block argument. `Matrix.fromBlocks_inj` turns GH = c·1 into four block equations, of which `h12` and `h22` are kept. The equation `key` is the block triangular product, and the determinant lemmas evaluate both sides. No block is inverted, so the lemma holds for every real c, including zero.

`gram_det_complementary` reorders both Gram matrices with `e`, which leaves det G unchanged, applies the lemma and divides by the positive power of 2π. `gram_det_first_last` chooses the splitting into the first k and last m indices, and `cellVolume_complementary` takes square roots.

Finally, `face_area_sq` sets k = 2 and m = 1 and expands the small determinants:

|a₀|²|a₁|² − (a₀·a₁)² = (det A)² |b₂|² / (2π)².

The left side is the squared face area |a₀ × a₁|², which answers the question about the crystal face.
